# A larger spin mass lengthens the autocorrelation time of free spin diffusion

Quantum Monte Carlo calculations with spin-orbit effective core potentials can sample each electron's spin through a continuous angle s, which moves along with the electron's position. The angle is given a kinetic term −(1/(2μ)) ∂²/∂s², up to an additive constant that does not affect the diffusion, in units with ħ = 1. The spin mass μ is an artificial parameter that sets how fast the angle diffuses. In a time step τ, free diffusion displaces s by a Gaussian amount of variance τ/μ, so a heavy spin moves little and successive samples resemble each other. How many steps does the angle need to forget where it was?

For free diffusion of a single angle, without drift, branching, rejection or coupling to the positions, the question has a closed answer. Throughout, μ and τ are positive.

```lean
import Mathlib

open MeasureTheory ProbabilityTheory Filter Topology
open scoped ComplexConjugate

namespace SpinMassAutocorrelation

noncomputable section
```

## The wave and the step

The observable is a spin wave with integer wave number k,

w(s) = exp(iks).

A one-electron spinor φ↑ exp(is) + φ↓ exp(−is) contains k = ±1, and its squared modulus contains k = ±2. In Lean, s is a real number, and the circle enters through the 2π-periodicity of w.

```lean
/-- The spin wave `exp(iks)` with integer wave number `k`. -/
def spinWave (k : ℤ) (s : ℝ) : ℂ := Complex.exp (k * s * Complex.I)
```

In a simulation the free move is the update

s ← s + √(τ/μ) η,

with η a fresh standard normal number. With importance sampling a drift term is added, which is absent here. The mean effect of the free move on a function f is

(Pf)(s) = E[f(s + X)], where X is Gaussian with mean 0 and variance τ/μ.

`spinStep` is this operator P. Mathlib's `gaussianReal` takes its variance as a nonnegative real, hence the conversion `toNNReal`, which leaves the positive number τ/μ unchanged.

```lean
/-- One free spin step for spin mass `μ > 0` and time step `τ > 0`: the mean of `f` after a
Gaussian displacement of variance `τ/μ` from `s`. -/
def spinStep (μ τ : ℝ) (f : ℝ → ℂ) (s : ℝ) : ℂ :=
  ∫ x, f (s + x) ∂(gaussianReal 0 (τ / μ).toNNReal)
```

The factor by which a step will turn out to shrink the wave is

q = exp(−k²τ/(2μ)).

```lean
/-- The factor `q = exp(-k²τ/(2μ))`, for `μ ≠ 0`. -/
def damping (μ τ : ℝ) (k : ℤ) : ℝ := Real.exp (-((k : ℝ) ^ 2 * τ / (2 * μ)))
```

## Correlation and its time scale

Let the initial angle be uniform on the circle, a distribution that free diffusion preserves. Applying P n times gives the mean of w after n independent steps from s, so the correlation at lag n is

C(n) = Re (1/(2π)) ∫₀^{2π} w(s)* (Pⁿw)(s) ds.

This definition does not presuppose any exponential decay.

```lean
/-- Real part of the correlation between the spin wave at the start and after `n` spin steps,
averaged over a uniform initial spin angle, for `μ > 0` and `τ > 0`. -/
def autocorr (μ τ : ℝ) (k : ℤ) (n : ℕ) : ℝ :=
  ((2 * Real.pi)⁻¹ • ∫ s in (0 : ℝ)..(2 * Real.pi),
    conj (spinWave k s) * ((spinStep μ τ)^[n] (spinWave k)) s).re
```

The autocorrelation time, counted in steps, is

T = 1 + 2 Σ_{n≥0} C(n+1).

For a long run of N steps, the variance of the average of w is about T/N times the variance of a single sample.

```lean
/-- The autocorrelation time in units of steps: one plus twice the sum of the autocorrelation
over all positive lags, for `μ > 0`, `τ > 0` and `k ≠ 0`. -/
def corrTime (μ τ : ℝ) (k : ℤ) : ℝ := 1 + 2 * ∑' n : ℕ, autocorr μ τ k (n + 1)
```

A correlation function normally has the mean subtracted. For k ≠ 0 there is nothing to subtract:

∫₀^{2π} exp(iks) ds = (exp(2πik) − 1)/(ik) = 0.

The proof evaluates the same antiderivative and uses exp(2πik) = 1.

```lean
/-- A spin wave with `k ≠ 0` has zero mean over the circle. -/
theorem spinWave_mean_zero {k : ℤ} (hk : k ≠ 0) :
    ∫ s in (0 : ℝ)..(2 * Real.pi), spinWave k s = 0 := by
  have hc : (k : ℂ) * Complex.I ≠ 0 :=
    mul_ne_zero (Int.cast_ne_zero.mpr hk) Complex.I_ne_zero
  have e : ∀ s : ℝ, spinWave k s = Complex.exp (k * Complex.I * s) := by
    intro s
    unfold spinWave
    congr 1
    ring
  have h1 : Complex.exp (k * Complex.I * ((2 * Real.pi : ℝ) : ℂ)) = 1 :=
    Complex.exp_eq_one_iff.mpr ⟨k, by push_cast; ring⟩
  simp only [e]
  rw [integral_exp_mul_complex hc, h1]
  simp
```

## From one step to all lags

The displacement separates from the starting point, and what remains is the characteristic function of a Gaussian:

(Pw)(s) = exp(iks) E[exp(ikX)] = exp(iks) exp(−k²(τ/μ)/2) = q w(s).

In Lean, the `calc` block splits the exponential, takes the constant out of the integral, and inserts `charFun_gaussianReal`.

```lean
/-- For positive spin mass and time step, one spin step multiplies the spin wave by
`q = exp(-k²τ/(2μ))`. -/
theorem spinStep_spinWave {μ τ : ℝ} (hμ : 0 < μ) (hτ : 0 < τ) (k : ℤ) (s : ℝ) :
    spinStep μ τ (spinWave k) s = damping μ τ k * spinWave k s := by
  -- the characteristic function of the Gaussian displacement
  have h := charFun_gaussianReal (μ := 0) (v := (τ / μ).toNNReal) (k : ℝ)
  rw [charFun_apply_real] at h
  have hv : ((τ / μ).toNNReal : ℝ) = τ / μ := Real.coe_toNNReal _ (by positivity)
  calc spinStep μ τ (spinWave k) s
      = ∫ x : ℝ, spinWave k s * Complex.exp (((k : ℝ) : ℂ) * x * Complex.I)
          ∂(gaussianReal 0 (τ / μ).toNNReal) := by
        unfold spinStep
        refine integral_congr_ae (Filter.Eventually.of_forall fun x => ?_)
        simp only [spinWave]
        rw [← Complex.exp_add]
        congr 1
        push_cast
        ring
    _ = spinWave k s * ∫ x : ℝ, Complex.exp (((k : ℝ) : ℂ) * x * Complex.I)
          ∂(gaussianReal 0 (τ / μ).toNNReal) := integral_const_mul _ _
    _ = damping μ τ k * spinWave k s := by
        rw [h, hv, mul_comm (spinWave k s), damping, Complex.ofReal_exp]
        congr 2
        push_cast
        ring
```

Since P is linear, Pⁿw = qⁿw implies

Pⁿ⁺¹w = P(qⁿw) = qⁿ Pw = qⁿ⁺¹w,

and the case n = 0 is immediate. The induction in Lean follows these equalities.

```lean
/-- For positive spin mass and time step, `n` spin steps multiply the spin wave by `qⁿ`. -/
theorem spinStep_iterate {μ τ : ℝ} (hμ : 0 < μ) (hτ : 0 < τ) (k : ℤ) (n : ℕ) :
    (spinStep μ τ)^[n] (spinWave k) = fun s => (damping μ τ k : ℂ) ^ n * spinWave k s := by
  induction n with
  | zero => funext s; simp
  | succ n ih =>
    rw [Function.iterate_succ_apply', ih]
    funext s
    have h := spinStep_spinWave hμ hτ k s
    simp only [spinStep] at h ⊢
    rw [integral_const_mul, h]
    ring
```

The wave has unit modulus, w(s)* w(s) = 1, so the integrand of C(n) is the constant qⁿ and

C(n) = qⁿ.

The correlation is therefore already real and equals 1 at lag 0. `hw` records the unit modulus, and the integral of a constant over the circle cancels the prefactor 1/(2π).

```lean
/-- For positive spin mass and time step, the autocorrelation of the spin wave at lag `n`
is `qⁿ`. -/
theorem autocorr_eq {μ τ : ℝ} (hμ : 0 < μ) (hτ : 0 < τ) (k : ℤ) (n : ℕ) :
    autocorr μ τ k n = damping μ τ k ^ n := by
  -- the spin wave has unit modulus
  have hw : ∀ s : ℝ, conj (spinWave k s) * spinWave k s = 1 := by
    intro s
    unfold spinWave
    rw [← Complex.exp_conj, ← Complex.exp_add]
    simp
  have h : ∀ s : ℝ, conj (spinWave k s) * ((damping μ τ k : ℂ) ^ n * spinWave k s)
      = (damping μ τ k : ℂ) ^ n := by
    intro s
    linear_combination (damping μ τ k : ℂ) ^ n * hw s
  unfold autocorr
  rw [spinStep_iterate hμ hτ]
  simp only [h]
  rw [intervalIntegral.integral_const, sub_zero, smul_smul,
    inv_mul_cancel₀ (by positivity), one_smul, ← Complex.ofReal_pow, Complex.ofReal_re]
```

## Summing the lags

For k ≠ 0 the exponent k²τ/(2μ) is positive, so q < 1. For k = 0 the wave is constant, q = 1, and the series would diverge.

```lean
/-- For positive spin mass and time step and `k ≠ 0`, the factor `q` is below one. -/
theorem damping_lt_one {μ τ : ℝ} (hμ : 0 < μ) (hτ : 0 < τ) {k : ℤ} (hk : k ≠ 0) :
    damping μ τ k < 1 := by
  have hx : 0 < (k : ℝ) ^ 2 * τ / (2 * μ) := by positivity
  exact Real.exp_lt_one_iff.mpr (by linarith)
```

With 0 < q < 1 the geometric series gives

Σ_{n≥0} qⁿ⁺¹ = q/(1 − q),

T = 1 + 2q/(1 − q) = (1 + q)/(1 − q).

The theorem states convergence (`Summable`) together with the value.

```lean
/-- For positive spin mass and time step and `k ≠ 0`, the sum over lags converges and the
autocorrelation time is `(1 + q)/(1 - q)`. -/
theorem corrTime_geometric {μ τ : ℝ} (hμ : 0 < μ) (hτ : 0 < τ) {k : ℤ} (hk : k ≠ 0) :
    Summable (fun n : ℕ => autocorr μ τ k (n + 1)) ∧
      corrTime μ τ k = (1 + damping μ τ k) / (1 - damping μ τ k) := by
  have h1 := damping_lt_one hμ hτ hk
  have h0 : 0 ≤ damping μ τ k := (Real.exp_pos _).le
  have hne : 1 - damping μ τ k ≠ 0 := (sub_pos.mpr h1).ne'
  have H := (hasSum_geometric_of_lt_one h0 h1).mul_left (damping μ τ k)
  have e : (fun n : ℕ => autocorr μ τ k (n + 1))
      = fun n : ℕ => damping μ τ k * damping μ τ k ^ n := by
    funext n
    rw [autocorr_eq hμ hτ, pow_succ']
  refine ⟨by rw [e]; exact H.summable, ?_⟩
  rw [corrTime, e, H.tsum_eq, eq_div_iff hne]
  linear_combination 2 * damping μ τ k * inv_mul_cancel₀ hne
```

Put a = k²τ/(4μ), so that q = exp(−2a). Multiplying numerator and denominator by exp(a) gives

T = (exp(a) + exp(−a))/(exp(a) − exp(−a)) = cosh a / sinh a = coth(k²τ/(4μ)).

Lean clears the denominators and closes the identity with exp(a) exp(−a) = 1.

```lean
/-- For positive spin mass and time step and `k ≠ 0`, the autocorrelation time of the spin wave
is `coth(k²τ/(4μ))`. -/
theorem corrTime_eq_coth {μ τ : ℝ} (hμ : 0 < μ) (hτ : 0 < τ) {k : ℤ} (hk : k ≠ 0) :
    corrTime μ τ k = Real.cosh ((k : ℝ) ^ 2 * τ / (4 * μ)) /
      Real.sinh ((k : ℝ) ^ 2 * τ / (4 * μ)) := by
  obtain ⟨a, ha⟩ : ∃ a : ℝ, a = (k : ℝ) ^ 2 * τ / (4 * μ) := ⟨_, rfl⟩
  have ha0 : 0 < a := by rw [ha]; positivity
  have hne : 1 - damping μ τ k ≠ 0 := (sub_pos.mpr (damping_lt_one hμ hτ hk)).ne'
  have hq : damping μ τ k = Real.exp (-a) * Real.exp (-a) := by
    rw [damping, ← Real.exp_add, ha]
    congr 1
    ring
  have hE : Real.exp a * Real.exp (-a) = 1 := by rw [← Real.exp_add]; simp
  rw [← ha, (corrTime_geometric hμ hτ hk).2,
    div_eq_div_iff hne (Real.sinh_pos_iff.mpr ha0).ne', Real.cosh_eq, Real.sinh_eq, hq]
  linear_combination Real.exp (-a) * hE
```

## Dependence on the spin mass

Fix τ and k ≠ 0, and let 0 < μ₁ < μ₂, with factors q₁ and q₂ and times T₁ and T₂. The larger mass has the smaller exponent, so q₁ < q₂. Then

(1 + q₂)(1 − q₁) − (1 + q₁)(1 − q₂) = 2(q₂ − q₁) > 0,

and dividing by the positive product (1 − q₁)(1 − q₂) gives T₁ < T₂. `StrictMonoOn` on `Set.Ioi 0` expresses this for all positive masses.

```lean
/-- For a positive time step and `k ≠ 0`, the autocorrelation time increases strictly with the
spin mass `μ > 0`. -/
theorem corrTime_strictMonoOn {τ : ℝ} (hτ : 0 < τ) {k : ℤ} (hk : k ≠ 0) :
    StrictMonoOn (fun μ => corrTime μ τ k) (Set.Ioi 0) := by
  intro μ₁ h₁ μ₂ h₂ h
  have p₁ : 0 < μ₁ := h₁
  have p₂ : 0 < μ₂ := h₂
  have hA : 0 < (k : ℝ) ^ 2 * τ := by positivity
  -- a heavier spin is damped less per step
  have hq : damping μ₁ τ k < damping μ₂ τ k := by
    refine Real.exp_lt_exp.mpr (neg_lt_neg ?_)
    exact div_lt_div_of_pos_left hA (by positivity) (by linarith)
  show corrTime μ₁ τ k < corrTime μ₂ τ k
  rw [(corrTime_geometric p₁ hτ hk).2, (corrTime_geometric p₂ hτ hk).2,
    div_lt_div_iff₀ (sub_pos.mpr (damping_lt_one p₁ hτ hk))
      (sub_pos.mpr (damping_lt_one p₂ hτ hk))]
  nlinarith
```

When μ is large compared with k²τ, the growth is nearly linear. Put x = k²τ/(2μ), so that q = exp(−x) and 4μ/(k²τ) = 2/x. Then

T − 2/x = ((1 + q)x − 2(1 − q)) / ((1 − q)x).

This is at least −1 exactly when 1 − q ≤ x, and at most 1 exactly when q(1 + x) ≤ 1. Both follow from 1 + y ≤ exp(y), taken at y = −x and at y = x. Hence

|T − 4μ/(k²τ)| ≤ 1.

The two bounds are `b1` and `b2` in the proof. For k = 2, τ = 0.01 and μ = 1, the linear law gives 100 steps; ten times the mass gives 1000.

```lean
/-- For positive spin mass and time step and `k ≠ 0`, the autocorrelation time differs from
`4μ/(k²τ)` by at most one step. -/
theorem corrTime_linear_law {μ τ : ℝ} (hμ : 0 < μ) (hτ : 0 < τ) {k : ℤ} (hk : k ≠ 0) :
    |corrTime μ τ k - 4 * μ / ((k : ℝ) ^ 2 * τ)| ≤ 1 := by
  obtain ⟨x, hx⟩ : ∃ x : ℝ, x = (k : ℝ) ^ 2 * τ / (2 * μ) := ⟨_, rfl⟩
  have hx0 : 0 < x := by rw [hx]; positivity
  have e : 4 * μ / ((k : ℝ) ^ 2 * τ) = 2 / x := by
    rw [hx, div_div_eq_mul_div]
    ring
  have hpos := sub_pos.mpr (damping_lt_one hμ hτ hk)
  have hT := (corrTime_geometric hμ hτ hk).2
  have hq : damping μ τ k = Real.exp (-x) := by rw [damping, hx]
  rw [hq] at hpos hT
  have hne := hpos.ne'
  -- the two exponential bounds 1 - q ≤ x and q (1 + x) ≤ 1
  have b1 := Real.add_one_le_exp (-x)
  have b2 : Real.exp (-x) * (x + 1) ≤ 1 := by
    calc Real.exp (-x) * (x + 1) ≤ Real.exp (-x) * Real.exp x :=
          mul_le_mul_of_nonneg_left (Real.add_one_le_exp x) (Real.exp_pos _).le
      _ = 1 := by rw [← Real.exp_add]; simp
  have hD : 0 < (1 - Real.exp (-x)) * x := mul_pos hpos hx0
  rw [e, hT, div_sub_div _ _ hne hx0.ne', abs_le, le_div_iff₀ hD, div_le_iff₀ hD]
  constructor <;> nlinarith
```

Dividing the bound by μ yields

|T/μ − 4/(k²τ)| ≤ 1/μ → 0 as μ → ∞,

so T/μ tends to 4/(k²τ) at fixed τ. Lean applies the same squeeze, restricted to the positive masses that matter in the limit.

```lean
/-- For a positive time step and `k ≠ 0`, the autocorrelation time divided by the spin mass tends
to `4/(k²τ)` as the spin mass grows. -/
theorem corrTime_div_tendsto {τ : ℝ} (hτ : 0 < τ) {k : ℤ} (hk : k ≠ 0) :
    Tendsto (fun μ => corrTime μ τ k / μ) atTop (𝓝 (4 / ((k : ℝ) ^ 2 * τ))) := by
  rw [tendsto_iff_norm_sub_tendsto_zero]
  refine squeeze_zero' (Filter.Eventually.of_forall fun μ => norm_nonneg _) ?_
    tendsto_inv_atTop_zero
  filter_upwards [eventually_gt_atTop (0 : ℝ)] with μ hμ
  have e : corrTime μ τ k / μ - 4 / ((k : ℝ) ^ 2 * τ)
      = (corrTime μ τ k - 4 * μ / ((k : ℝ) ^ 2 * τ)) * μ⁻¹ := by
    linear_combination (4 / ((k : ℝ) ^ 2 * τ)) * mul_inv_cancel₀ hμ.ne'
  have hi : 0 < μ⁻¹ := inv_pos.mpr hμ
  rw [Real.norm_eq_abs, e, abs_mul, abs_of_pos hi]
  have h := mul_le_mul_of_nonneg_right (corrTime_linear_law hμ hτ hk) hi.le
  rwa [one_mul] at h

end

end SpinMassAutocorrelation
```

```lean
#print axioms SpinMassAutocorrelation.spinWave_mean_zero
#print axioms SpinMassAutocorrelation.corrTime_eq_coth
#print axioms SpinMassAutocorrelation.corrTime_strictMonoOn
#print axioms SpinMassAutocorrelation.corrTime_div_tendsto
```

```
'SpinMassAutocorrelation.spinWave_mean_zero' depends on axioms: [propext, Classical.choice, Quot.sound]
'SpinMassAutocorrelation.corrTime_eq_coth' depends on axioms: [propext, Classical.choice, Quot.sound]
'SpinMassAutocorrelation.corrTime_strictMonoOn' depends on axioms: [propext, Classical.choice, Quot.sound]
'SpinMassAutocorrelation.corrTime_div_tendsto' depends on axioms: [propext, Classical.choice, Quot.sound]
```
